# Positive weights and interlacing when n nodes match more than n sticks through degree 2n−2

Let a finite spectrum have more than $n$ distinct energies, each with positive strength. If $n$ strictly increasing nodes with real weights reproduce its moments through degree $2n-2$, then every weight is positive, and a spectrum energy lies strictly between any two nodes.

Stieltjes imaging replaces the discrete excitation energies and oscillator strengths of a finite-basis photoabsorption calculation by fewer nodes and weights, from which a continuum density is estimated. Such calculations commonly match moments in inverse powers of the energy. The result is proved here for non-negative powers, matched exactly for a finite spectrum, and the last section carries it over to inverse powers. It says nothing about the convergence of the density.

## Sticks, nodes and moments

The spectrum is a finite set $S$ of real energies $e$ with strengths $f(e)$. The quadrature has nodes $x_i$ and weights $w_i$, with $i=0,\dots,n-1$. It reproduces the moments through degree $d$ if

$$\sum_i w_i x_i^k=\sum_{e\in S} f(e)\,e^k\qquad (0\le k\le d).$$

In Lean, `S : Finset ℝ` makes the energies distinct, so degenerate transitions enter as one stick with their summed strength. The function `f` is defined on all reals, but only its values on `S` matter. Nodes and weights are functions on `Fin n`, which counts from zero. Energies and strengths are plain numbers in fixed units. `ReproducesMoments` is the displayed condition; it is assumed of a given quadrature, and no construction of the nodes is involved.

```lean
import Mathlib

open Polynomial

namespace StieltjesImaging

/-- The nodes `x` with weights `w` reproduce the moments of the stick spectrum with energies `S`
and strengths `f` through degree `d`. -/
def ReproducesMoments (S : Finset ℝ) (f : ℝ → ℝ) {n : ℕ} (x w : Fin n → ℝ) (d : ℕ) : Prop :=
  ∀ k ≤ d, ∑ i, w i * x i ^ k = ∑ e ∈ S, f e * e ^ k
```

## (a) From moments to polynomials

**Task.** Show that matched moments through degree $d$ give the exact spectral sum of every polynomial $p$ of degree at most $d$.

**Solution.** Write $p(e)=\sum_{k=0}^d c_k e^k$ and exchange the finite sums:

$$\sum_i w_i p(x_i)=\sum_{k=0}^d c_k\sum_i w_i x_i^k=\sum_{k=0}^d c_k\sum_{e\in S} f(e)e^k=\sum_{e\in S} f(e)p(e).$$

In the code, `key` is the middle equality for a single power, and `Finset.sum_comm` makes the two exchanges.

```lean
variable {S : Finset ℝ} {f : ℝ → ℝ} {n d : ℕ} {x w : Fin n → ℝ}

/-- If the moments agree through degree `d`, the quadrature gives the exact spectral sum of every
polynomial of degree at most `d`. -/
theorem quadrature_exact (h : ReproducesMoments S f x w d) (p : ℝ[X]) (hp : p.natDegree ≤ d) :
    ∑ i, w i * p.eval (x i) = ∑ e ∈ S, f e * p.eval e := by
  have key : ∀ k ∈ Finset.range (d + 1),
      ∑ i, w i * (p.coeff k * x i ^ k) = ∑ e ∈ S, f e * (p.coeff k * e ^ k) := by
    intro k hk
    have hk' : k ≤ d := Nat.lt_succ_iff.1 (Finset.mem_range.1 hk)
    calc ∑ i, w i * (p.coeff k * x i ^ k) = p.coeff k * ∑ i, w i * x i ^ k := by
          rw [Finset.mul_sum]
          exact Finset.sum_congr rfl (fun _ _ => by ring)
      _ = p.coeff k * ∑ e ∈ S, f e * e ^ k := by rw [h k hk']
      _ = ∑ e ∈ S, f e * (p.coeff k * e ^ k) := by
          rw [Finset.mul_sum]
          exact Finset.sum_congr rfl (fun _ _ => by ring)
  -- expand the polynomial in powers and exchange the two sums
  simp_rw [Polynomial.eval_eq_sum_range' (Nat.lt_succ_of_le hp), Finset.mul_sum]
  exact Finset.sum_comm.trans ((Finset.sum_congr rfl key).trans Finset.sum_comm)
```

## (b) Squared distances to chosen nodes

**Task.** Let the moments be matched through degree $d$. For a set $T$ of node indices put $P_T(e)=\prod_{j\in T}(e-x_j)$, with the empty product equal to 1. Show that the quadrature is exact for $q\,P_T^2$ if $\deg q+2|T|\le d$.

**Solution.** The product $P_T$ has degree at most $|T|$, so $qP_T^2$ has degree at most $\deg q+2|T|\le d$, and (a) applies. The Lean proof establishes the same degree bounds in turn, then evaluates the product.

```lean
/-- The quadrature is exact for a polynomial `q` times the squared distances to the nodes in `T`,
provided the total degree is at most `d`. -/
theorem quadrature_test (h : ReproducesMoments S f x w d) (q : ℝ[X]) (T : Finset (Fin n))
    (hd : q.natDegree + 2 * T.card ≤ d) :
    ∑ i, w i * (q.eval (x i) * (∏ j ∈ T, (x i - x j)) ^ 2) =
      ∑ e ∈ S, f e * (q.eval e * (∏ j ∈ T, (e - x j)) ^ 2) := by
  have hT : (∏ j ∈ T, (X - C (x j))).natDegree ≤ T.card :=
    (Polynomial.natDegree_prod_le _ _).trans (by simp)
  have h1 : ((∏ j ∈ T, (X - C (x j))) ^ 2).natDegree ≤ 2 * T.card :=
    Polynomial.natDegree_pow_le.trans (Nat.mul_le_mul_left 2 hT)
  have h2 : (q * (∏ j ∈ T, (X - C (x j))) ^ 2).natDegree ≤ d :=
    Polynomial.natDegree_mul_le.trans (by omega)
  simpa [Polynomial.eval_prod] using quadrature_exact h _ h2
```

## (c) A strictly positive strength sum

**Task.** Let all strengths be positive and $|S|>n$. Suppose $q\ge 0$ on $S$ and $q$ has no zeros other than nodes. Show that $\sum_{e\in S} f(e)q(e)P_T(e)^2>0$.

**Solution.** The nodes take at most $n$ values, so some energy $e_*\in S$ is not a node. There $q(e_*)$ is non-negative and non-zero, hence positive, and $P_T(e_*)^2>0$. The term at $e_*$ is therefore positive, while all others are non-negative.

The counting argument is `hoff`, and `Finset.sum_pos'` combines the one positive term with the rest. Moment matching is not used here.

```lean
/-- With more than `n` energies, all of positive strength, the spectral sum of `q` times squared
node distances is positive if `q` is nonnegative on the spectrum and vanishes only at nodes. -/
theorem strength_sum_pos (hf : ∀ e ∈ S, 0 < f e) (hS : n < S.card) (q : ℝ[X])
    (T : Finset (Fin n)) (hq : ∀ e ∈ S, 0 ≤ q.eval e)
    (hq0 : ∀ e, (∀ i, e ≠ x i) → q.eval e ≠ 0) :
    0 < ∑ e ∈ S, f e * (q.eval e * (∏ j ∈ T, (e - x j)) ^ 2) := by
  -- some spectrum energy is not a node
  have hoff : ∃ e ∈ S, ∀ i, e ≠ x i := by
    by_contra hno
    have hsub : S ⊆ Finset.univ.image x := by
      intro e he
      by_contra hmem
      exact hno ⟨e, he, fun i hi =>
        hmem (Finset.mem_image.2 ⟨i, Finset.mem_univ i, hi.symm⟩)⟩
    have h1 := Finset.card_le_card hsub
    have h2 : (Finset.univ.image x).card ≤ n := Finset.card_image_le.trans (by simp)
    omega
  obtain ⟨e, he, hx⟩ := hoff
  have hP : ∏ j ∈ T, (e - x j) ≠ 0 :=
    Finset.prod_ne_zero_iff.2 (fun j _ => sub_ne_zero.2 (hx j))
  exact Finset.sum_pos'
    (fun a ha => mul_nonneg (hf a ha).le (mul_nonneg (hq a ha) (sq_nonneg _)))
    ⟨e, he, mul_pos (hf e he) (mul_pos (lt_of_le_of_ne (hq e he) (hq0 e hx).symm)
      (lt_of_le_of_ne (sq_nonneg _) (pow_ne_zero 2 hP).symm))⟩
```

## (d) A test function that must turn negative

**Task.** Let the strengths be positive and $|S|>n$, with the moment matching and the degree bound of (b). Let $q$ vanish at every node outside $T$ and nowhere except at nodes. Show that $q(e)<0$ for some $e\in S$.

**Solution.** Otherwise $q\ge0$ on $S$, and (c) makes the spectral sum positive. By (b) that sum equals $\sum_k w_k q(x_k)P_T(x_k)^2$. If $k\in T$, then $P_T(x_k)=0$; if $k\notin T$, then $q(x_k)=0$. Every term is zero, a contradiction. The signs of the weights play no role. Lean splits on the same two cases with `by_cases`.

```lean
/-- Let more than `n` sticks, all of positive strength, have their moments reproduced through degree
`d`, and let the degree of `q` plus twice the size of `T` be at most `d`. If `q` vanishes at every
node with index outside `T`, and vanishes only at nodes, then `q` is negative at some energy of the
spectrum. -/
theorem exists_energy_neg (h : ReproducesMoments S f x w d) (hf : ∀ e ∈ S, 0 < f e)
    (hS : n < S.card) (q : ℝ[X]) (T : Finset (Fin n)) (hd : q.natDegree + 2 * T.card ≤ d)
    (hz : ∀ k, k ∉ T → q.eval (x k) = 0) (hq0 : ∀ e, (∀ i, e ≠ x i) → q.eval e ≠ 0) :
    ∃ e ∈ S, q.eval e < 0 := by
  by_contra hno
  have hpos := strength_sum_pos hf hS q T
    (fun e he => not_lt.1 (fun hlt => hno ⟨e, he, hlt⟩)) hq0
  rw [← quadrature_test h q T hd] at hpos
  refine hpos.ne' (Finset.sum_eq_zero (fun k _ => ?_))
  by_cases hk : k ∈ T
  · have hp : ∏ j ∈ T, (x k - x j) = 0 := Finset.prod_eq_zero hk (sub_self _)
    rw [hp]
    ring
  · rw [hz k hk]
    ring
```

## (e) Isolating one weight

**Task.** Let $T_i$ contain all indices except $i$. With moments matched through degree $2n-2$, show that

$$w_i P_{T_i}(x_i)^2=\sum_{e\in S} f(e)P_{T_i}(e)^2.$$

**Solution.** Take $q=1$ in (b). The degree is at most $2(n-1)=2n-2$. On the quadrature side $P_{T_i}(x_k)=0$ for every $k\ne i$, so only the term with $k=i$ survives. This is the step `Finset.sum_eq_single i`; the set $T_i$ appears as `Finset.univ.erase i`.

```lean
/-- If the moments agree through degree `2n-2`, the weight of node `i` times the product of its
squared distances to the other nodes equals the spectral sum of the product of squared distances to
those other nodes. -/
theorem weight_eq_strength_sum (h : ReproducesMoments S f x w (2 * n - 2)) (i : Fin n) :
    w i * (∏ j ∈ Finset.univ.erase i, (x i - x j)) ^ 2 =
      ∑ e ∈ S, f e * (∏ j ∈ Finset.univ.erase i, (e - x j)) ^ 2 := by
  have ht := quadrature_test h 1 (Finset.univ.erase i) (by
    rw [Finset.card_erase_of_mem (Finset.mem_univ i), Finset.card_univ, Fintype.card_fin,
      Polynomial.natDegree_one]
    omega)
  simp only [Polynomial.eval_one, one_mul] at ht
  rw [← ht]
  symm
  apply Finset.sum_eq_single i
  · intro k _ hk
    have hp : ∏ j ∈ Finset.univ.erase i, (x k - x j) = 0 :=
      Finset.prod_eq_zero (Finset.mem_erase.2 ⟨hk, Finset.mem_univ k⟩) (sub_self _)
    rw [hp]
    ring
  · intro hi
    exact absurd (Finset.mem_univ i) hi
```

## (f) Positive weights and an energy between nodes

**Task.** Prove the opening result.

**Solution.** By (c) with $q=1$, the right side of (e) is positive. Since $P_{T_i}(x_i)^2\ge0$, a weight $w_i\le0$ would make the left side non-positive. Hence $w_i>0$.

Now let $i<j$, so that $x_i<x_j$. Take $q(e)=(e-x_i)(e-x_j)$ and let $T$ omit both $i$ and $j$. The total degree is at most $2+2(n-2)=2n-2$, and $q$ vanishes at the two omitted nodes only. By (d), some $e\in S$ has

$$(e-x_i)(e-x_j)<0.$$

If $e\le x_i$, both factors are non-positive and the product is non-negative; if $e\ge x_j$, both are non-negative. Neither is possible, so $x_i<e<x_j$.

The Lean hypotheses are moment matching `h`, positive strengths `hf`, more than $n$ sticks `hS`, and strictly increasing nodes `hx`. The conclusion covers all pairs $i<j$, including neighbours. The two `nlinarith` calls rule out the cases $e\le x_i$ and $e\ge x_j$. For $n=1$ there are no pairs, and the single weight is the total strength.

```lean
/-- If more than `n` sticks of positive strength have their moments reproduced through degree
`2n-2` by `n` increasing nodes, then all weights are positive and a spectrum energy lies strictly
between any two nodes, in particular consecutive ones. -/
theorem weights_pos_and_interlacing (h : ReproducesMoments S f x w (2 * n - 2))
    (hf : ∀ e ∈ S, 0 < f e) (hS : n < S.card) (hx : StrictMono x) :
    (∀ i, 0 < w i) ∧ ∀ i j, i < j → ∃ e ∈ S, x i < e ∧ e < x j := by
  constructor
  · intro i
    have hp := strength_sum_pos (x := x) hf hS 1 (Finset.univ.erase i)
      (fun e _ => by simp) (fun e _ => by simp)
    simp only [Polynomial.eval_one, one_mul] at hp
    rw [← weight_eq_strength_sum h i] at hp
    by_contra hw
    exact absurd hp (not_lt.2 (mul_nonpos_of_nonpos_of_nonneg (not_lt.1 hw) (sq_nonneg _)))
  · intro i j hij
    have hlt := hx hij
    have hdeg : ((X - C (x i)) * (X - C (x j))).natDegree ≤ 2 := by compute_degree
    -- this quadratic is negative exactly between the two nodes
    obtain ⟨e, he, hneg⟩ := exists_energy_neg h hf hS ((X - C (x i)) * (X - C (x j)))
      ((Finset.univ.erase i).erase j) (by
        rw [Finset.card_erase_of_mem (Finset.mem_erase.2 ⟨hij.ne', Finset.mem_univ j⟩),
          Finset.card_erase_of_mem (Finset.mem_univ i), Finset.card_univ, Fintype.card_fin]
        have h1 : (i : ℕ) < (j : ℕ) := hij
        have h2 := j.isLt
        omega)
      (by
        intro k hk
        by_cases hki : k = i
        · rw [hki]; simp
        · by_cases hkj : k = j
          · rw [hkj]; simp
          · exact absurd (Finset.mem_erase.2
              ⟨hkj, Finset.mem_erase.2 ⟨hki, Finset.mem_univ k⟩⟩) hk)
      (fun e he => by simp [sub_eq_zero, he i, he j])
    simp only [Polynomial.eval_mul, Polynomial.eval_sub, Polynomial.eval_X,
      Polynomial.eval_C] at hneg
    refine ⟨e, he, ?_, ?_⟩
    · by_contra hc
      have hc' := not_lt.1 hc
      nlinarith [mul_nonneg (sub_nonneg.2 hc') (sub_nonneg.2 (hc'.trans hlt.le))]
    · by_contra hc
      have hc' := not_lt.1 hc
      nlinarith [mul_nonneg (sub_nonneg.2 hc') (sub_nonneg.2 (hlt.le.trans hc'))]
```

## (g) A stick that sits on a node

**Task.** Let the strengths be non-negative, the nodes strictly increasing and the moments matched through degree $2n-2$. Show that $f(x_i)\le w_i$ whenever $x_i\in S$.

**Solution.** All terms on the right of (e) are non-negative, so the one at $e=x_i$ is at most the whole sum:

$$f(x_i)P_{T_i}(x_i)^2\le w_iP_{T_i}(x_i)^2.$$

The nodes are distinct, so the square is positive and can be divided out. `Finset.single_le_sum` supplies the inequality. No lower bound on the number of sticks is needed.

```lean
/-- If the strengths are nonnegative, the nodes increase and the moments agree through degree
`2n-2`, a stick located exactly at a node has a strength no larger than the weight of that node. -/
theorem strength_le_weight (h : ReproducesMoments S f x w (2 * n - 2))
    (hf : ∀ e ∈ S, 0 ≤ f e) (hx : StrictMono x) (i : Fin n) (hi : x i ∈ S) :
    f (x i) ≤ w i := by
  have hP : ∏ j ∈ Finset.univ.erase i, (x i - x j) ≠ 0 :=
    Finset.prod_ne_zero_iff.2 (fun j hj =>
      sub_ne_zero.2 (fun hh => (Finset.mem_erase.1 hj).1 (hx.injective hh).symm))
  have hle := Finset.single_le_sum
    (f := fun e => f e * (∏ j ∈ Finset.univ.erase i, (e - x j)) ^ 2)
    (fun e he => mul_nonneg (hf e he) (sq_nonneg _)) hi
  rw [← weight_eq_strength_sum h i] at hle
  exact le_of_mul_le_mul_right hle (lt_of_le_of_ne (sq_nonneg _) (pow_ne_zero 2 hP).symm)
```

## (h) One more moment puts every node inside the spectrum

**Task.** Let the moments agree through degree $2n-1$, with positive strengths and $|S|>n$. Show that each node has spectrum energies strictly below and strictly above it.

**Solution.** Use (d) with $T=T_i$ and $q(e)=e-x_i$. The degree is at most $1+2(n-1)=2n-1$, and the result is an energy with $e<x_i$. The choice $q(e)=x_i-e$ gives one with $e>x_i$. The code makes these two choices in turn. For $n=1$ the node is the strength-weighted mean energy.

```lean
/-- If more than `n` sticks, all of positive strength, have their moments reproduced through degree
`2n-1` by `n` nodes, every node has spectrum energies strictly below and strictly above it. -/
theorem node_inside_spectrum (h : ReproducesMoments S f x w (2 * n - 1))
    (hf : ∀ e ∈ S, 0 < f e) (hS : n < S.card) (i : Fin n) :
    (∃ e ∈ S, e < x i) ∧ ∃ e ∈ S, x i < e := by
  have hcard : 1 + 2 * (Finset.univ.erase i).card ≤ 2 * n - 1 := by
    rw [Finset.card_erase_of_mem (Finset.mem_univ i), Finset.card_univ, Fintype.card_fin]
    have := i.isLt
    omega
  have hk : ∀ k, k ∉ Finset.univ.erase i → k = i := fun k hk => by
    by_contra hne
    exact hk (Finset.mem_erase.2 ⟨hne, Finset.mem_univ k⟩)
  have d1 : (X - C (x i)).natDegree ≤ 1 := by compute_degree
  have d2 : (C (x i) - X).natDegree ≤ 1 := by compute_degree
  constructor
  · obtain ⟨e, he, hneg⟩ := exists_energy_neg h hf hS (X - C (x i)) (Finset.univ.erase i)
      (by omega) (fun k hkT => by rw [hk k hkT]; simp)
      (fun e he => by simpa [sub_eq_zero] using he i)
    simp only [Polynomial.eval_sub, Polynomial.eval_X, Polynomial.eval_C] at hneg
    exact ⟨e, he, by linarith⟩
  · obtain ⟨e, he, hneg⟩ := exists_energy_neg h hf hS (C (x i) - X) (Finset.univ.erase i)
      (by omega) (fun k hkT => by rw [hk k hkT]; simp)
      (fun e he => by simpa [sub_eq_zero] using (he i).symm)
    simp only [Polynomial.eval_sub, Polynomial.eval_X, Polynomial.eval_C] at hneg
    exact ⟨e, he, by linarith⟩
```

## (i) Three sticks and two nodes

**Task.** Check that sticks at $-2,0,2$ with strengths $1,6,1$ and nodes $-1,1$ with weights $4,4$ satisfy the hypotheses of (f) and (h).

**Solution.** The nodes increase, the strengths are positive, and $3>2$. The moments of degree $0,1,2,3$ are $8,0,8,0$ on both sides, which reaches $2n-1=3$. The stick at $0$ lies between the nodes, and the outer sticks enclose them. Energies here and in (j) are counted from an arbitrary zero. Adding 3 to all energies and nodes makes them positive, as excitation energies must be, and by (a), applied to $(e+3)^k$, the moments still agree. Lean checks the four degrees separately through `interval_cases`.

```lean
/-- Sticks at -2, 0, 2 with strengths 1, 6, 1 have their moments through degree 3 reproduced by
the nodes -1, 1 with weights 4, 4. -/
theorem three_sticks_witness :
    StrictMono (![-1, 1] : Fin 2 → ℝ) ∧
    (∀ e ∈ ({-2, 0, 2} : Finset ℝ), (0 : ℝ) < if e = 0 then 6 else 1) ∧
    2 < ({-2, 0, 2} : Finset ℝ).card ∧
    ReproducesMoments {-2, 0, 2} (fun e => if e = 0 then 6 else 1) ![-1, 1] ![4, 4] 3 := by
  refine ⟨?_, ?_, ?_, ?_⟩
  · intro a b hab
    fin_cases a <;> fin_cases b <;> first | exact absurd hab (by decide) | norm_num
  · intro e _
    split_ifs <;> norm_num
  · have h3 : ({-2, 0, 2} : Finset ℝ).card = 3 :=
      Finset.card_eq_three.2 ⟨-2, 0, 2, by norm_num, by norm_num, by norm_num, rfl⟩
    omega
  · intro k hk
    rw [Finset.sum_insert (by norm_num), Finset.sum_pair (by norm_num), Fin.sum_univ_two]
    interval_cases k <;> norm_num
```

## (j) Two sticks are too few for two nodes

**Task.** Show that interlacing can fail when $|S|=n$.

**Solution.** Put unit sticks at $0$ and $1$, and nodes with unit weights at the same energies. Both sides of every moment equation are the same sum, yet neither energy lies strictly between $0$ and $1$. The condition of more than $n$ energies therefore can't be relaxed to $n$.

```lean
/-- Two unit sticks at 0 and 1 are reproduced in all moments by two nodes at the same energies,
and no spectrum energy lies strictly between these nodes. -/
theorem two_sticks_no_interlacing :
    (∀ d, ReproducesMoments {0, 1} (fun _ => 1) ![0, 1] ![1, 1] d) ∧
    ¬ ∃ e ∈ ({0, 1} : Finset ℝ), 0 < e ∧ e < 1 := by
  constructor
  · intro d k _
    rw [Finset.sum_pair zero_ne_one, Fin.sum_univ_two]
    simp
  · rintro ⟨e, he, h0, h1⟩
    rcases Finset.mem_insert.1 he with h | h
    · linarith
    · have := Finset.mem_singleton.1 h
      linarith

end StieltjesImaging
```

```lean
#print axioms StieltjesImaging.weights_pos_and_interlacing
#print axioms StieltjesImaging.strength_le_weight
#print axioms StieltjesImaging.node_inside_spectrum
#print axioms StieltjesImaging.two_sticks_no_interlacing
```

```
'StieltjesImaging.weights_pos_and_interlacing' depends on axioms: [propext, Classical.choice, Quot.sound]
'StieltjesImaging.strength_le_weight' depends on axioms: [propext, Classical.choice, Quot.sound]
'StieltjesImaging.node_inside_spectrum' depends on axioms: [propext, Classical.choice, Quot.sound]
'StieltjesImaging.two_sticks_no_interlacing' depends on axioms: [propext, Classical.choice, Quot.sound]
```

## Moments in inverse powers of the energy

Stieltjes imaging of photoabsorption spectra commonly uses the moments $\sum_{e\in S} f(e)e^{-k}$. A definition with these moments would require non-zero energies and nodes. If all of them are positive, the substitution $t=1/e$ turns the inverse moments with $k=0,\dots,2n-2$ into the ordinary ones of (f) and reverses the order of the nodes. Positivity and interlacing then carry over, since $t$ lies strictly between $1/x_j$ and $1/x_i$ exactly when $e$ lies strictly between $x_i$ and $x_j$.
